# Given B₀ and B₀′, the fourth-order Birch–Murnaghan coefficient fixes B₀″

When I fit an equation of state to pressures computed at a series of volumes, I convert the fitted parameters into the bulk modulus $B_0$ at the reference volume $V_0$, its pressure derivative $B_0'$ and its second pressure derivative $B_0''$. With the third-order Birch–Murnaghan form, $B_0''$ comes out negative for every solid I try. Are my data telling me this, or the formula? If I go to fourth order and fit one more coefficient $c$, how does $c$ translate into $B_0''$, and how large must it be before a positive value is possible at all?

## The third-order form has the sign built in

It is the formula. With $B_1$ for $B_0'$, the fourth-order pressure is

$$P = 3B_0 f(1+2f)^{5/2}\left(1+\tfrac32(B_1-4)f+cf^2\right),\qquad f=\tfrac12\left[(V_0/V)^{2/3}-1\right],$$

where $f$ is the Eulerian strain, positive in compression. For $B_0,V_0>0$ it gives

$$\left.\frac{d^2B}{dP^2}\right|_{V_0}=\frac{1}{B_0}\left[\frac{2c}{3}-(B_1-4)(B_1-3)-\frac{35}{9}\right].$$

The third-order form is $c=0$, and the bracket is then negative for every $B_1$. It stays negative for every $B_1$ exactly as long as $c<131/24\approx5.46$.

## From the strain to the second derivative

Since $1+2f=(V_0/V)^{2/3}$, differentiation gives

$$\frac{df}{dV}=-\frac{1+2f}{3V}.$$

Let $s=(1+2f)^{5/2}$ and let $q$ be a polynomial in $f$. The product and chain rules give

$$V\frac{d}{dV}(s\,q)=-\frac{s}{3}\left[5q+(1+2f)\frac{dq}{df}\right].$$

If $q=p_0+p_1f+p_2f^2+p_3f^3$, the bracket is again a cubic, with coefficients $5p_0+p_1$, $7p_1+2p_2$, $9p_2+3p_3$ and $11p_3$.

The pressure is $3B_0s$ times the cubic with coefficients $0,\,1,\,\tfrac32(B_1-4),\,c$. One application of the rule gives $B=-V\,dP/dV=B_0\,s\,Q$ with

$$Q=1+(3B_1-5)f+\left[\tfrac{27}{2}(B_1-4)+3c\right]f^2+11cf^3.$$

A second application gives $V\,dB/dV=-\tfrac13B_0\,s\,R$ with

$$R=3B_1+(48B_1-143+6c)f+\left[\tfrac{243}{2}(B_1-4)+60c\right]f^2+121cf^3.$$

The factor $B_0s/V$ cancels in the ratio of the slopes:

$$\frac{dB}{dP}=\frac{dB/dV}{dP/dV}=\frac{R}{3Q}.$$

At $V=V_0$, where $f=0$, this equals $B_1$, so the parameter is indeed $B_0'$. Its strain derivative there is

$$\frac{48B_1-143+6c-3B_1(3B_1-5)}{3}=3\left[\frac{2c}{3}-B_1^2+7B_1-\frac{143}{9}\right].$$

The last bracket equals $D=2c/3-(B_1-4)(B_1-3)-35/9$. Multiplying by $df/dV=-1/(3V_0)$ gives the volume slope $-D/V_0$, and dividing by $dP/dV=-B_0/V_0$ gives $D/B_0$.

For the threshold, complete the square:

$$D=\frac{2c}{3}-\left(B_1-\frac72\right)^2-\frac{131}{36}.$$

The largest value over $B_1$ occurs at $B_1=7/2$, and it is negative exactly when $c<131/24$. A third-order fit therefore always reports $B_0B_0''\le-131/36$. For example, $B_0=100$ GPa and $B_1=4$ give $B_0''=-35/900\approx-0.039$ GPa$^{-1}$.

## The same calculation in Lean

```lean
import Mathlib

open Filter Topology

namespace FourthOrderBirchMurnaghan

noncomputable section

/-- Eulerian strain `f = ((V0/V)^(2/3) - 1)/2`, for positive volumes `V0` and `V`. -/
def strain (V0 V : ℝ) : ℝ := ((V0 / V) ^ (2 / 3 : ℝ) - 1) / 2

/-- Fourth-order Birch-Murnaghan pressure at volume `V`, for positive `V0` and `V`. -/
def pressure (B0 B1 c V0 V : ℝ) : ℝ :=
  3 * B0 * strain V0 V * (1 + 2 * strain V0 V) ^ (5 / 2 : ℝ) *
    (1 + 3 / 2 * (B1 - 4) * strain V0 V + c * strain V0 V ^ 2)

/-- Bulk modulus `B = -V dP/dV` of an isotherm `P(V)`. -/
def bulkModulus (P : ℝ → ℝ) (V : ℝ) : ℝ := -V * deriv P V

/-- Derivative `dG/dP = G'(V)/P'(V)` of a quantity `G` with respect to pressure along the
isotherm `P(V)`, at volumes where `P'(V)` is nonzero. -/
def derivWrtPressure (P G : ℝ → ℝ) (V : ℝ) : ℝ := deriv G V / deriv P V

/-- A cubic polynomial in the strain. -/
def cubic (p0 p1 p2 p3 f : ℝ) : ℝ := p0 + p1 * f + p2 * f ^ 2 + p3 * f ^ 3

/-- The combination `1 + 2f` is the volume ratio `V0/V` to the power `2/3`. -/
lemma one_add_two_strain (V0 V : ℝ) :
    1 + 2 * strain V0 V = (V0 / V) ^ (2 / 3 : ℝ) := by
  unfold strain
  ring

/-- At positive volumes the Eulerian strain changes at the rate `df/dV = -(1 + 2f)/(3V)`. -/
theorem hasDerivAt_strain {V0 V : ℝ} (hV0 : 0 < V0) (hV : 0 < V) :
    HasDerivAt (strain V0) (-(1 + 2 * strain V0 V) / (3 * V)) V := by
  have hne : V0 / V ≠ 0 := (div_pos hV0 hV).ne'
  have hy : HasDerivAt (fun v => V0 / v) (-V0 / V ^ 2) V :=
    ((hasDerivAt_const V V0).fun_div (hasDerivAt_id' V) hV.ne').congr_deriv (by ring)
  have h := ((hy.rpow_const (p := 2 / 3) (Or.inl hne)).sub_const 1).div_const 2
  refine h.congr_deriv ?_
  rw [one_add_two_strain, Real.rpow_sub_one hne]
  generalize (V0 / V) ^ (2 / 3 : ℝ) = y
  field_simp

/-- Volume derivative of a cubic in the strain at positive volumes, by the chain rule. -/
lemma hasDerivAt_cubic (p0 p1 p2 p3 : ℝ) {V0 V : ℝ} (hV0 : 0 < V0) (hV : 0 < V) :
    HasDerivAt (fun v => cubic p0 p1 p2 p3 (strain V0 v))
      ((p1 + 2 * p2 * strain V0 V + 3 * p3 * strain V0 V ^ 2) *
        (-(1 + 2 * strain V0 V) / (3 * V))) V := by
  have hf := hasDerivAt_strain hV0 hV
  unfold cubic
  refine ((((hf.const_mul p1).const_add p0).fun_add ((hf.fun_pow 2).const_mul p2)).fun_add
    ((hf.fun_pow 3).const_mul p3)).congr_deriv ?_
  simp only [Nat.reduceSub, Nat.cast_ofNat]
  ring

/-- At positive volumes, the volume derivative of `(1+2f)^(5/2)` times a cubic in the strain is
`-1/(3V)` times a function of the same form, with the coefficients shown. -/
theorem hasDerivAt_prefactor_mul_cubic (p0 p1 p2 p3 : ℝ) {V0 V : ℝ}
    (hV0 : 0 < V0) (hV : 0 < V) :
    HasDerivAt (fun v => (1 + 2 * strain V0 v) ^ (5 / 2 : ℝ) * cubic p0 p1 p2 p3 (strain V0 v))
      (-((1 + 2 * strain V0 V) ^ (5 / 2 : ℝ) * cubic (5 * p0 + p1) (7 * p1 + 2 * p2)
        (9 * p2 + 3 * p3) (11 * p3) (strain V0 V)) / (3 * V)) V := by
  have hw : 1 + 2 * strain V0 V ≠ 0 := by
    rw [one_add_two_strain]
    exact (Real.rpow_pos_of_pos (div_pos hV0 hV) _).ne'
  have hs : HasDerivAt (fun v => (1 + 2 * strain V0 v) ^ (5 / 2 : ℝ))
      (-5 * (1 + 2 * strain V0 V) ^ (5 / 2 : ℝ) / (3 * V)) V := by
    refine ((((hasDerivAt_strain hV0 hV).const_mul 2).const_add 1).rpow_const
      (p := 5 / 2) (Or.inl hw)).congr_deriv ?_
    rw [Real.rpow_sub_one hw]
    have h := div_mul_cancel₀ ((1 + 2 * strain V0 V) ^ (5 / 2 : ℝ)) hw
    linear_combination (-5 / (3 * V)) * h
  refine (hs.fun_mul (hasDerivAt_cubic p0 p1 p2 p3 hV0 hV)).congr_deriv ?_
  unfold cubic
  ring

/-- Closed form of the slope `dP/dV` of the fourth-order isotherm at positive volumes. -/
theorem hasDerivAt_pressure (B0 B1 c : ℝ) {V0 V : ℝ} (hV0 : 0 < V0) (hV : 0 < V) :
    HasDerivAt (pressure B0 B1 c V0) (-(B0 * (1 + 2 * strain V0 V) ^ (5 / 2 : ℝ) *
      cubic 1 (3 * B1 - 5) (27 / 2 * (B1 - 4) + 3 * c) (11 * c) (strain V0 V)) / V) V := by
  have heq : pressure B0 B1 c V0 = fun v => 3 * B0 * ((1 + 2 * strain V0 v) ^ (5 / 2 : ℝ) *
      cubic 0 1 (3 / 2 * (B1 - 4)) c (strain V0 v)) := by
    funext v
    unfold pressure cubic
    ring
  rw [heq]
  refine ((hasDerivAt_prefactor_mul_cubic 0 1 (3 / 2 * (B1 - 4)) c hV0 hV).const_mul
    (3 * B0)).congr_deriv ?_
  unfold cubic
  ring

/-- Closed form of the slope `dB/dV` of the bulk modulus at positive volumes. -/
theorem hasDerivAt_bulkModulus (B0 B1 c : ℝ) {V0 V : ℝ} (hV0 : 0 < V0) (hV : 0 < V) :
    HasDerivAt (bulkModulus (pressure B0 B1 c V0))
      (-(B0 * (1 + 2 * strain V0 V) ^ (5 / 2 : ℝ) * cubic (3 * B1) (48 * B1 - 143 + 6 * c)
        (243 / 2 * (B1 - 4) + 60 * c) (121 * c) (strain V0 V)) / (3 * V)) V := by
  have h := (hasDerivAt_prefactor_mul_cubic 1 (3 * B1 - 5) (27 / 2 * (B1 - 4) + 3 * c)
    (11 * c) hV0 hV).const_mul B0
  refine (h.congr_of_eventuallyEq ?_).congr_deriv ?_
  · filter_upwards [lt_mem_nhds hV] with v hv
    have hv' : v ≠ 0 := hv.ne'
    rw [bulkModulus, (hasDerivAt_pressure B0 B1 c hV0 hv).deriv, neg_mul, mul_div_assoc',
      mul_div_cancel_left₀ _ hv']
    ring
  · unfold cubic
    ring

/-- For positive `B0` and `V0`, the function `dB/dP` is differentiable in the volume at `V0`,
with the slope shown. -/
theorem hasDerivAt_dBdP (B1 c : ℝ) {B0 V0 : ℝ} (hB0 : 0 < B0) (hV0 : 0 < V0) :
    HasDerivAt (derivWrtPressure (pressure B0 B1 c V0) (bulkModulus (pressure B0 B1 c V0)))
      (-(2 * c / 3 - (B1 - 4) * (B1 - 3) - 35 / 9) / V0) V0 := by
  have h0 : strain V0 V0 = 0 := by simp [strain, div_self hV0.ne']
  have ht := hasDerivAt_cubic (3 * B1) (48 * B1 - 143 + 6 * c)
    (243 / 2 * (B1 - 4) + 60 * c) (121 * c) hV0 hV0
  have hr := (hasDerivAt_cubic 1 (3 * B1 - 5) (27 / 2 * (B1 - 4) + 3 * c)
    (11 * c) hV0 hV0).const_mul 3
  refine ((ht.fun_div hr (by simp [h0, cubic])).congr_of_eventuallyEq ?_).congr_deriv ?_
  · -- the common prefactor cancels in the ratio of the two slopes
    filter_upwards [lt_mem_nhds hV0] with v hv
    have hs : 0 < (1 + 2 * strain V0 v) ^ (5 / 2 : ℝ) := by
      rw [one_add_two_strain]
      exact Real.rpow_pos_of_pos (Real.rpow_pos_of_pos (div_pos hV0 hv) _) _
    have hk : -(B0 * (1 + 2 * strain V0 v) ^ (5 / 2 : ℝ) / (3 * v)) ≠ 0 :=
      neg_ne_zero.mpr (div_pos (mul_pos hB0 hs) (by linarith)).ne'
    rw [derivWrtPressure, (hasDerivAt_bulkModulus B0 B1 c hV0 hv).deriv,
      (hasDerivAt_pressure B0 B1 c hV0 hv).deriv]
    refine Eq.trans ?_ (mul_div_mul_left _ _ hk)
    congr 1 <;> ring
  · simp only [h0, cubic]
    ring

/-- For positive `B0` and `V0`, the second pressure derivative of the bulk modulus at `V0` is
`(2c/3 - (B1-4)(B1-3) - 35/9)/B0`. -/
theorem second_pressure_derivative (B1 c : ℝ) {B0 V0 : ℝ} (hB0 : 0 < B0) (hV0 : 0 < V0) :
    derivWrtPressure (pressure B0 B1 c V0)
      (derivWrtPressure (pressure B0 B1 c V0) (bulkModulus (pressure B0 B1 c V0))) V0 =
    (2 * c / 3 - (B1 - 4) * (B1 - 3) - 35 / 9) / B0 := by
  have h0 : strain V0 V0 = 0 := by simp [strain, div_self hV0.ne']
  have hP : deriv (pressure B0 B1 c V0) V0 = -B0 / V0 := by
    rw [(hasDerivAt_pressure B0 B1 c hV0 hV0).deriv]
    simp [h0, cubic]
  rw [derivWrtPressure, (hasDerivAt_dBdP B1 c hB0 hV0).deriv, hP,
    div_div_div_cancel_right₀ hV0.ne', neg_div_neg_eq]

/-- For positive `B0` and `V0`, exactly one coefficient `c` gives the bulk modulus a prescribed
second pressure derivative `K` at `V0`, namely the one shown. -/
theorem coefficient_from_second_derivative (B1 c K : ℝ) {B0 V0 : ℝ}
    (hB0 : 0 < B0) (hV0 : 0 < V0) :
    derivWrtPressure (pressure B0 B1 c V0)
      (derivWrtPressure (pressure B0 B1 c V0) (bulkModulus (pressure B0 B1 c V0))) V0 = K ↔
    c = 3 / 2 * (B0 * K + (B1 - 4) * (B1 - 3) + 35 / 9) := by
  rw [second_pressure_derivative B1 c hB0 hV0, div_eq_iff hB0.ne']
  constructor <;> intro h <;> linarith

/-- For positive `B0` and `V0`, the second pressure derivative of the bulk modulus at `V0` is
negative for every `B1` exactly when `c < 131/24`. -/
theorem negative_for_all_iff (c : ℝ) {B0 V0 : ℝ} (hB0 : 0 < B0) (hV0 : 0 < V0) :
    (∀ B1 : ℝ, derivWrtPressure (pressure B0 B1 c V0)
      (derivWrtPressure (pressure B0 B1 c V0) (bulkModulus (pressure B0 B1 c V0))) V0 < 0) ↔
    c < 131 / 24 := by
  constructor
  · intro h
    -- the least favourable value is `B1 = 7/2`
    have h1 := h (7 / 2)
    rw [second_pressure_derivative _ c hB0 hV0, div_lt_iff₀ hB0, zero_mul] at h1
    linarith
  · intro h B1
    rw [second_pressure_derivative B1 c hB0 hV0]
    exact div_neg_of_neg_of_pos (by nlinarith [sq_nonneg (B1 - 7 / 2)]) hB0

end

end FourthOrderBirchMurnaghan
```

```lean
#print axioms FourthOrderBirchMurnaghan.coefficient_from_second_derivative
#print axioms FourthOrderBirchMurnaghan.negative_for_all_iff
```

```
'FourthOrderBirchMurnaghan.coefficient_from_second_derivative' depends on axioms: [propext, Classical.choice, Quot.sound]
'FourthOrderBirchMurnaghan.negative_for_all_iff' depends on axioms: [propext, Classical.choice, Quot.sound]
```

## Reading the theorems as physics

`strain` and `pressure` are the two formulas above, as functions of a real volume. `bulkModulus` takes an isotherm `P` and returns $-V$ times its actual derivative. `derivWrtPressure P G` is $G'(V)/P'(V)$, the rate of change of $G$ with pressure along the isotherm; applied twice to the bulk modulus, it gives $d^2B/dP^2$ as a function of volume. This avoids inverting $P(V)$, and the division is legitimate near $V_0$ because the slope there is $-B_0/V_0\neq0$.

`second_pressure_derivative` is the main formula, for all real `B1` and `c`. `coefficient_from_second_derivative` reads it backwards: a prescribed second derivative `K` is obtained for exactly one coefficient,

$$c=\tfrac32\left[B_0K+(B_1-4)(B_1-3)+\tfrac{35}{9}\right].$$

Here `K` means $B_0''$, not the bulk modulus that many texts call $K$. `negative_for_all_iff` is the threshold statement. Above the threshold the sign depends on $B_1$: a large $c$ permits a nonnegative $B_0''$ for some $B_1$, not for all.

The hypotheses are $V_0>0$ and $B_0>0$. The second says that the solid resists a small uniform compression at its reference volume. The sign result needs more than $B_0\neq0$. Take $B_0=-1$, $V_0=1$, $B_1=4$ and $c=0$. Compared with $B_0=1$, both $P$ and $B$ change sign, so $dB/dP$ is the same function of volume, but its derivative with respect to pressure is reversed. The result is $+35/9$, although $c<131/24$.

These results help in converting fit parameters from density-functional or experimental compression data, for a single phase under hydrostatic pressure at fixed temperature and with derivatives taken at $V_0$ only. The step left to you is the assumption that your material's isotherm follows this form closely enough near $V_0$ for its second derivative to be meaningful.

## How the Lean proof is assembled

`one_add_two_strain` identifies $1+2f$ with the power of the volume ratio. `hasDerivAt_strain` then differentiates the strain by the quotient and power rules; positive volumes keep the base of the power away from zero. `hasDerivAt_cubic` is the chain rule for a cubic in $f$, and `hasDerivAt_prefactor_mul_cubic` is the coefficient rule derived above.

`hasDerivAt_pressure` writes the pressure as $3B_0s$ times a cubic and applies that rule once. `hasDerivAt_bulkModulus` applies it again. The closed form of $B$ is available only at positive volumes, so `filter_upwards` shows that it agrees with `bulkModulus` throughout a neighbourhood of $V$, which is enough to transfer the derivative.

`hasDerivAt_dBdP` does the same for $dB/dP$. Near $V_0$ the common prefactor is nonzero and cancels through `mul_div_mul_left`, leaving $R/(3Q)$. The denominator equals 3 at $f=0$, so the quotient rule applies. This establishes that the derivative exists, which matters because Lean's `deriv` returns zero for a function that is not differentiable.

`second_pressure_derivative` inserts $P'(V_0)=-B_0/V_0$ and cancels $V_0$. The formula for $c$ follows by clearing $B_0$ and solving a linear equation with `linarith`. For the threshold, one direction evaluates the assumption at $B_1=7/2$; the other gives `nlinarith` the fact $(B_1-7/2)^2\ge0$, which is the completed square.
